# More than pd grid points remove the egg-box effect for a degree-p polynomial of a one-dimensional density with cutoff d

In a plane-wave calculation, a local energy term is evaluated by summing a function of the density over a real-space grid, and the sum can change when the whole crystal is shifted relative to the grid, although the exact energy doesn't. For a polynomial function of a one-dimensional periodic density with no harmonics above order $d$, the file below gives a number of evenly spaced grid points per cell that removes this egg-box effect, and computes the ripple that can remain with one point fewer.

```lean
import Mathlib

open scoped Real

namespace EggBoxEffect

noncomputable section

/-- The plane wave `exp(2πi n x)` of the unit cell. -/
def wave (n : ℤ) (x : ℝ) : ℂ := Complex.exp (2 * π * Complex.I * n * x)

/-- Trigonometric polynomials with cutoff `d`: combinations of the plane waves with `|n| ≤ d`. -/
def bandLimited (d : ℕ) : Submodule ℂ (ℝ → ℂ) :=
  Submodule.span ℂ (wave '' Set.Icc (-(d : ℤ)) d)

/-- The mean of `f` over the `N` grid points `j/N`, with `f` displaced by `s`; here `N ≥ 1`. -/
def gridMean (N : ℕ) (f : ℝ → ℂ) (s : ℝ) : ℂ :=
  (∑ j ∈ Finset.range N, f (j / N - s)) / N

/-- The grid energy of the local functional `F` for the density `ρ` displaced by `s`;
here `N ≥ 1`. -/
def gridEnergy (N : ℕ) (F : Polynomial ℂ) (ρ : ℝ → ℂ) (s : ℝ) : ℂ :=
  gridMean N (fun x => F.eval (ρ x)) s

/-- The density wave `cos(2π m x)`. -/
def cosine (m : ℕ) (x : ℝ) : ℂ := (Real.cos (2 * π * m * x) : ℝ)

lemma bandLimited_mono {a b : ℕ} (h : a ≤ b) : bandLimited a ≤ bandLimited b := by
  apply Submodule.span_mono
  rintro _ ⟨n, hn, rfl⟩
  exact ⟨n, ⟨by have := hn.1; omega, by have := hn.2; omega⟩, rfl⟩

lemma continuous_of_mem {d : ℕ} {f : ℝ → ℂ} (hf : f ∈ bandLimited d) : Continuous f := by
  unfold bandLimited at hf
  induction hf using Submodule.span_induction with
  | mem f hf =>
    obtain ⟨n, -, rfl⟩ := hf
    unfold wave
    fun_prop
  | zero => exact continuous_zero
  | add f g _ _ ihf ihg => exact ihf.add ihg
  | smul c f _ ih => exact ih.const_smul c

/-- The cutoff of a product is at most the sum of the cutoffs. -/
theorem bandLimited_mul {a b : ℕ} {f g : ℝ → ℂ} (hf : f ∈ bandLimited a)
    (hg : g ∈ bandLimited b) : f * g ∈ bandLimited (a + b) := by
  have h := Submodule.mul_mem_mul hf hg
  simp only [bandLimited, Submodule.span_mul_span] at h
  refine Submodule.span_mono ?_ h
  rintro _ ⟨_, ⟨m, hm, rfl⟩, _, ⟨n, hn, rfl⟩, rfl⟩
  refine ⟨m + n, ?_, ?_⟩
  · simp only [Set.mem_Icc] at hm hn ⊢
    push_cast
    omega
  · funext x
    change wave (m + n) x = wave m x * wave n x
    simp only [wave]
    rw [← Complex.exp_add]
    congr 1
    push_cast
    ring

/-- A polynomial `F` of a density with cutoff `d` has cutoff `deg F · d`. -/
theorem bandLimited_eval {d : ℕ} {ρ : ℝ → ℂ} (hρ : ρ ∈ bandLimited d) (F : Polynomial ℂ) :
    (fun x => F.eval (ρ x)) ∈ bandLimited (F.natDegree * d) := by
  have hpow : ∀ k : ℕ, ρ ^ k ∈ bandLimited (k * d) := by
    intro k
    induction k with
    | zero => exact Submodule.subset_span ⟨0, by simp, by funext x; simp [wave]⟩
    | succ k ih =>
      rw [pow_succ, add_mul, one_mul]
      exact bandLimited_mul ih hρ
  have e : (fun x => F.eval (ρ x)) =
      ∑ i ∈ Finset.range (F.natDegree + 1), F.coeff i • ρ ^ i := by
    funext x
    simp [Polynomial.eval_eq_sum_range, Finset.sum_apply]
  rw [e]
  refine Submodule.sum_mem _ fun i hi => Submodule.smul_mem _ _ ?_
  have hi' := Finset.mem_range.1 hi
  exact bandLimited_mono (Nat.mul_le_mul_right d (by omega)) (hpow i)

/-- The grid mean of a plane wave vanishes when `N` does not divide its index. -/
theorem gridMean_wave {N : ℕ} (hN : 0 < N) {n : ℤ} (hn : ¬ (N : ℤ) ∣ n) (s : ℝ) :
    gridMean N (wave n) s = 0 := by
  have hN' : (N : ℂ) ≠ 0 := by exact_mod_cast hN.ne'
  have hz : wave n (1 / N) ≠ 1 := by
    intro h
    rw [wave, Complex.exp_eq_one_iff] at h
    obtain ⟨k, hk⟩ := h
    push_cast at hk
    have e : (N : ℂ) * (1 / N) = 1 := mul_one_div_cancel hN'
    have h3 : (n : ℂ) = N * k := by
      apply mul_left_cancel₀ Complex.two_pi_I_ne_zero
      linear_combination (N : ℂ) * hk - 2 * π * Complex.I * n * e
    exact hn ⟨k, by exact_mod_cast h3⟩
  have hp : wave n (1 / N) ^ N = 1 := by
    rw [wave, ← Complex.exp_nat_mul, Complex.exp_eq_one_iff]
    exact ⟨n, by push_cast; field_simp⟩
  have hs : ∀ j : ℕ, wave n (j / N - s) = wave n (-s) * wave n (1 / N) ^ j := by
    intro j
    simp only [wave]
    rw [← Complex.exp_nat_mul, ← Complex.exp_add]
    congr 1
    push_cast
    ring
  -- the grid sum is a full geometric sum over roots of unity
  simp only [gridMean, hs]
  rw [← Finset.mul_sum, geom_sum_eq hz, hp, sub_self, zero_div, mul_zero, zero_div]

lemma integral_wave {n : ℤ} (hn : n ≠ 0) : ∫ x in (0 : ℝ)..1, wave n x = 0 := by
  have hc : (2 * π * Complex.I * n : ℂ) ≠ 0 :=
    mul_ne_zero Complex.two_pi_I_ne_zero (by exact_mod_cast hn)
  have h1 : Complex.exp (2 * π * Complex.I * n) = 1 :=
    Complex.exp_eq_one_iff.2 ⟨n, by ring⟩
  simp only [wave]
  rw [integral_exp_mul_complex hc, Complex.ofReal_one, mul_one, h1, Complex.ofReal_zero,
    mul_zero, Complex.exp_zero, sub_self, zero_div]

/-- A grid of `N` points integrates every function with cutoff below `N` exactly,
however the function is displaced. -/
theorem gridMean_eq_integral {M N : ℕ} (h : M < N) {f : ℝ → ℂ} (hf : f ∈ bandLimited M)
    (s : ℝ) : gridMean N f s = ∫ x in (0 : ℝ)..1, f x := by
  have hN : (N : ℂ) ≠ 0 := by exact_mod_cast (show N ≠ 0 by omega)
  unfold bandLimited at hf
  induction hf using Submodule.span_induction with
  | mem f hf =>
    obtain ⟨n, ⟨hl, hu⟩, rfl⟩ := hf
    by_cases h0 : n = 0
    · subst h0
      simp [gridMean, wave, hN]
    · rw [integral_wave h0]
      refine gridMean_wave (by omega) (fun hd => ?_) s
      rcases lt_or_gt_of_ne h0 with hneg | hpos
      · have := Int.le_of_dvd (by omega : 0 < -n) ((dvd_neg).2 hd)
        omega
      · have := Int.le_of_dvd hpos hd
        omega
  | zero => simp [gridMean]
  | add f g hf hg ihf ihg =>
    have cf : Continuous f := continuous_of_mem (d := M) hf
    have cg : Continuous g := continuous_of_mem (d := M) hg
    simp only [Pi.add_apply]
    rw [intervalIntegral.integral_add (cf.intervalIntegrable _ _) (cg.intervalIntegrable _ _),
      ← ihf, ← ihg]
    simp only [gridMean, Pi.add_apply, Finset.sum_add_distrib, add_div]
  | smul c f _ ih =>
    simp only [Pi.smul_apply, smul_eq_mul]
    rw [intervalIntegral.integral_const_mul, ← ih]
    simp only [gridMean, Pi.smul_apply, smul_eq_mul, ← Finset.mul_sum, mul_div_assoc]

/-- If `N > deg F · d`, the grid energy of a density with cutoff `d` equals the integral of
`F(ρ)` over the cell at every displacement `s`. -/
theorem gridEnergy_eq_integral {d N : ℕ} {ρ : ℝ → ℂ} (hρ : ρ ∈ bandLimited d)
    (F : Polynomial ℂ) (hN : F.natDegree * d < N) (s : ℝ) :
    gridEnergy N F ρ s = ∫ x in (0 : ℝ)..1, F.eval (ρ x) :=
  gridMean_eq_integral hN (bandLimited_eval hρ F) s

lemma cosine_eq (m : ℕ) : cosine m = (1 / 2 : ℂ) • (wave m + wave (-m)) := by
  funext x
  have h1 : wave m x = Complex.exp (((2 * π * m * x : ℝ) : ℂ) * Complex.I) := by
    rw [wave]
    congr 1
    push_cast
    ring
  have h2 : wave (-m) x = Complex.exp (-((2 * π * m * x : ℝ) : ℂ) * Complex.I) := by
    rw [wave]
    congr 1
    push_cast
    ring
  simp only [Pi.smul_apply, Pi.add_apply, smul_eq_mul]
  rw [h1, h2, cosine, Complex.ofReal_cos, Complex.cos]
  ring

/-- The density wave `cos(2π m x)` has cutoff `m`. -/
theorem cosine_mem (m : ℕ) : cosine m ∈ bandLimited m := by
  rw [cosine_eq]
  refine Submodule.smul_mem _ _ (Submodule.add_mem _ ?_ ?_)
  · exact Submodule.subset_span ⟨m, ⟨by omega, by omega⟩, rfl⟩
  · exact Submodule.subset_span ⟨-m, ⟨by omega, by omega⟩, rfl⟩

lemma integral_cosine {m : ℕ} (hm : 0 < m) : ∫ x in (0 : ℝ)..1, cosine m x = 0 := by
  have hc : ∀ n : ℤ, Continuous (wave n) := by
    intro n
    unfold wave
    fun_prop
  rw [cosine_eq]
  simp only [Pi.smul_apply, Pi.add_apply, smul_eq_mul]
  rw [intervalIntegral.integral_const_mul, intervalIntegral.integral_add
    ((hc _).intervalIntegrable _ _) ((hc _).intervalIntegrable _ _),
    integral_wave (by omega), integral_wave (by omega), add_zero, mul_zero]

lemma gridMean_cosine {N : ℕ} (hN : 0 < N) (s : ℝ) :
    gridMean N (cosine N) s = cosine N s := by
  have hR : (N : ℝ) ≠ 0 := by exact_mod_cast hN.ne'
  have hC : (N : ℂ) ≠ 0 := by exact_mod_cast hN.ne'
  have h : ∀ j : ℕ, cosine N (j / N - s) = cosine N s := by
    intro j
    have e : (N : ℝ) * (j / N) = j := by field_simp
    have e2 : 2 * π * N * (j / N - s) = j * (2 * π) - 2 * π * N * s := by
      linear_combination 2 * π * e
    simp only [cosine]
    rw [e2, Real.cos_nat_mul_two_pi_sub]
  simp only [gridMean, h, Finset.sum_const, Finset.card_range, nsmul_eq_mul]
  exact mul_div_cancel_left₀ _ hC

/-- The power `cos^(q+1)(2π d x)` is `2^(-q) cos(2π (q+1) d x)` plus a remainder of cutoff
`(q+1) d - 1`, for `d ≥ 1`. -/
theorem cosine_pow {d : ℕ} (hd : 0 < d) (q : ℕ) :
    cosine d ^ (q + 1) - (1 / 2 : ℂ) ^ q • cosine ((q + 1) * d) ∈
      bandLimited ((q + 1) * d - 1) := by
  induction q with
  | zero => simp
  | succ q ih =>
    have hmul : ∀ x, cosine d x * cosine ((q + 1) * d) x =
        (cosine ((q + 1 + 1) * d) x + cosine (q * d) x) / 2 := by
      intro x
      have e1 : 2 * π * (((q + 1 + 1) * d : ℕ) : ℝ) * x =
          2 * π * (((q + 1) * d : ℕ) : ℝ) * x + 2 * π * d * x := by push_cast; ring
      have e2 : 2 * π * ((q * d : ℕ) : ℝ) * x =
          2 * π * (((q + 1) * d : ℕ) : ℝ) * x - 2 * π * d * x := by push_cast; ring
      simp only [cosine]
      rw [e1, e2, Real.cos_add, Real.cos_sub]
      push_cast
      ring
    have e : cosine d ^ (q + 1 + 1) - (1 / 2 : ℂ) ^ (q + 1) • cosine ((q + 1 + 1) * d) =
        cosine d * (cosine d ^ (q + 1) - (1 / 2 : ℂ) ^ q • cosine ((q + 1) * d)) +
          (1 / 2 : ℂ) ^ (q + 1) • cosine (q * d) := by
      funext x
      simp only [Pi.sub_apply, Pi.add_apply, Pi.mul_apply, Pi.pow_apply, Pi.smul_apply,
        smul_eq_mul]
      linear_combination (1 / 2 : ℂ) ^ q * hmul x
    have h1 : (q + 1) * d = q * d + d := by ring
    have h2 : (q + 1 + 1) * d = q * d + d + d := by ring
    rw [e]
    refine Submodule.add_mem _ ?_ (Submodule.smul_mem _ _ ?_)
    · exact bandLimited_mono (by omega) (bandLimited_mul (cosine_mem d) ih)
    · exact bandLimited_mono (by omega) (cosine_mem (q * d))

/-- For `ρ = cos(2π d x)`, `F = t^p` and `N = p d`, the grid energy is the exact integral plus
the ripple `2^(1-p) cos(2π N s)`. -/
theorem gridEnergy_critical {d p : ℕ} (hd : 0 < d) (hp : 0 < p) (s : ℝ) :
    gridEnergy (p * d) (Polynomial.X ^ p) (cosine d) s =
      (∫ x in (0 : ℝ)..1, cosine d x ^ p) + 2 / 2 ^ p * cosine (p * d) s := by
  obtain ⟨q, rfl⟩ : ∃ q, p = q + 1 := ⟨p - 1, by omega⟩
  have hN : 0 < (q + 1) * d := Nat.mul_pos hp hd
  -- the remainder below the top harmonic is integrated exactly
  have hr := gridMean_eq_integral (Nat.sub_lt hN one_pos) (cosine_pow hd q) s
  have hc := continuous_of_mem (cosine_mem d)
  have hc' := continuous_of_mem (cosine_mem ((q + 1) * d))
  simp only [Pi.sub_apply, Pi.pow_apply, Pi.smul_apply, smul_eq_mul] at hr
  have i1 : IntervalIntegrable (fun x => cosine d x ^ (q + 1)) MeasureTheory.volume 0 1 :=
    Continuous.intervalIntegrable (by fun_prop) _ _
  have i2 : IntervalIntegrable (fun x => (1 / 2 : ℂ) ^ q * cosine ((q + 1) * d) x)
      MeasureTheory.volume 0 1 := Continuous.intervalIntegrable (by fun_prop) _ _
  rw [intervalIntegral.integral_sub i1 i2, intervalIntegral.integral_const_mul,
    integral_cosine hN] at hr
  have hg : gridMean ((q + 1) * d)
      (cosine d ^ (q + 1) - (1 / 2 : ℂ) ^ q • cosine ((q + 1) * d)) s =
      gridEnergy ((q + 1) * d) (Polynomial.X ^ (q + 1)) (cosine d) s -
        (1 / 2 : ℂ) ^ q * gridMean ((q + 1) * d) (cosine ((q + 1) * d)) s := by
    simp only [gridEnergy, gridMean, Polynomial.eval_pow, Polynomial.eval_X, Pi.sub_apply,
      Pi.pow_apply, Pi.smul_apply, smul_eq_mul, Finset.sum_sub_distrib, ← Finset.mul_sum]
    ring
  -- the top harmonic is aliased to a constant on the grid
  rw [hg, gridMean_cosine hN] at hr
  have h2 : (2 : ℂ) / 2 ^ (q + 1) = (1 / 2) ^ q := by
    rw [one_div, inv_pow, pow_succ]
    field_simp
  rw [h2]
  linear_combination hr

/-- At `N = p d`, displacing `cos(2π d x)` by half a grid spacing lowers the grid energy of
`t^p` by `4 / 2^p`. -/
theorem gridEnergy_peak_to_peak {d p : ℕ} (hd : 0 < d) (hp : 0 < p) :
    gridEnergy (p * d) (Polynomial.X ^ p) (cosine d) 0 -
      gridEnergy (p * d) (Polynomial.X ^ p) (cosine d) (1 / (2 * (p * d : ℕ))) = 4 / 2 ^ p := by
  have hN : ((p * d : ℕ) : ℝ) ≠ 0 := by exact_mod_cast (Nat.mul_pos hp hd).ne'
  have h0 : cosine (p * d) 0 = 1 := by simp [cosine]
  have h1 : cosine (p * d) (1 / (2 * (p * d : ℕ))) = -1 := by
    have e : 2 * π * ((p * d : ℕ) : ℝ) * (1 / (2 * (p * d : ℕ))) = π := by field_simp
    rw [cosine, e, Real.cos_pi]
    norm_num
  rw [gridEnergy_critical hd hp, gridEnergy_critical hd hp, h0, h1]
  ring

end

end EggBoxEffect
```

```lean
#print axioms EggBoxEffect.gridEnergy_eq_integral
#print axioms EggBoxEffect.gridEnergy_peak_to_peak
```

```
'EggBoxEffect.gridEnergy_eq_integral' depends on axioms: [propext, Classical.choice, Quot.sound]
'EggBoxEffect.gridEnergy_peak_to_peak' depends on axioms: [propext, Classical.choice, Quot.sound]
```

## Exact energies above the threshold, a ripple at it

The cell has length 1. The density $\rho$ is a combination of the plane waves $e_n(x)=e^{2\pi i n x}$ with $|n|\le d$, and the local functional is a polynomial $F$. With $N$ grid points and the density displaced by $s$, the grid energy is

$$E(s)=\frac1N\sum_{j=0}^{N-1}F\big(\rho(j/N-s)\big).$$

`gridEnergy_eq_integral` says that if $N>\deg(F)\,d$, then $E(s)=\int_0^1F(\rho(x))\,dx$ for every real $s$. The energy is therefore independent of the displacement and also correct.

`gridEnergy_critical` takes $\rho=\cos(2\pi dx)$, $F=t^p$ and $N=pd$, with $p,d\ge1$, and finds

$$E(s)=\int_0^1\cos^p(2\pi dx)\,dx+2^{1-p}\cos(2\pi Ns).$$

So the strict inequality in the first theorem can't be relaxed to $N\ge\deg(F)\,d$. `gridEnergy_peak_to_peak` compares $s=0$ with a shift by half a grid spacing, $s=1/(2N)$: the energy falls by $4/2^p$. For $p=2$ the effect is total. The exact integral is $1/2$, but the grid gives 1 when its points sit on the extrema of the cosine and 0 when they sit on its zeros.

## Densities, grids and functionals in Lean

`wave n` is $e_n$, and `bandLimited d` is the complex span of the waves with $|n|\le d$. The hypothesis `hρ : ρ ∈ bandLimited d` is the plane-wave cutoff, and it makes $\rho$ periodic. It is a cutoff on the density; orbitals with cutoff $K$ give a density with cutoff up to $2K$. Coefficients are complex, so real densities are a special case.

`gridMean` averages a displaced function over the grid, `gridEnergy` applies this to $F\circ\rho$, and `F.natDegree` is the degree of $F$. `cosine m` is $\cos(2\pi mx)$, regarded as complex-valued.

The pure cosine takes negative values. Adding a constant $c\ge1$ repairs this and, by hand, leaves the ripple unchanged: the extra terms in $(c+\cos)^p$ have cutoff at most $(p-1)d$, which the grid integrates exactly.

The results bear on the choice of FFT grid for local energy terms in electronic structure, restricted to one dimension and polynomial functionals. Exchange in the local density approximation, proportional to $\rho^{4/3}$, is not polynomial, and gradient corrections don't fit the form $F(\rho)$.

The density could also have been modelled as a finite list of Fourier coefficients. Products would become convolutions and the cell average would be the zeroth coefficient, so the continuity arguments would disappear; a separate step would then be needed to identify that coefficient with the integral. With functions on $\mathbb R$, the theorem speaks of the integral directly.

## Why enough points integrate exactly

**Cutoffs add.** Since $e_me_n=e_{m+n}$, a product of functions with cutoffs $a$ and $b$ has cutoff $a+b$. Hence $\rho^k$ has cutoff $kd$, and $F(\rho)=\sum_k a_k\rho^k$ has cutoff $M=\deg(F)\,d$. In Lean, `bandLimited_mul` multiplies the two spans and checks the products of their generators; `bandLimited_eval` handles powers by induction and then sums them.

**The grid average of a wave.** Put $\omega=e^{2\pi in/N}$. Then

$$\frac1N\sum_{j=0}^{N-1}e_n(j/N-s)=\frac{e^{-2\pi ins}}N\sum_{j=0}^{N-1}\omega^j.$$

If $N$ does not divide $n$, then $\omega\ne1$ while $\omega^N=1$, so the geometric sum is $(\omega^N-1)/(\omega-1)=0$. This is `gridMean_wave`, where `hz` and `hp` are the two facts about $\omega$.

**Comparison with the integral.** For $n\ne0$,

$$\int_0^1e_n(x)\,dx=\frac{e^{2\pi in}-1}{2\pi in}=0,$$

which is `integral_wave`. For $n=0$ the grid average and the integral are both 1. If $M<N$, the only multiple of $N$ between $-M$ and $M$ is 0, so the two agree on every wave with $|n|\le M$, and by linearity on all their combinations.

`gridMean_eq_integral` carries this out by induction over the span: generators first, then sums and scalar multiples. Splitting the integral of a sum requires integrability, which `continuous_of_mem` supplies. Applying the result to $F(\rho)$ proves the first theorem.

## Where the ripple comes from

Let $\theta=2\pi dx$. For $p\ge1$,

$$\cos^p\theta=2^{1-p}\cos(p\theta)+r_p,$$

where $r_p$ has cutoff $pd-1$. For $p=1$ the remainder is zero. For the next power, multiply by $\cos\theta$ and use

$$\cos\theta\cos(p\theta)=\tfrac12\big[\cos((p+1)\theta)+\cos((p-1)\theta)\big].$$

This gives

$$r_{p+1}=\cos\theta\;r_p+2^{-p}\cos((p-1)\theta).$$

The first term has cutoff $d+pd-1=(p+1)d-1$. The second has cutoff $(p-1)d$, which is no larger because $d\ge1$. This is the induction in `cosine_pow`, written with $q=p-1$; there `hmul` is the product formula and `e` the recursion for the remainder.

Now take $N=pd$. The remainder has cutoff $N-1$, so the grid integrates it exactly. The top harmonic is $\cos(2\pi Nx)$, and at every grid point

$$\cos\big(2\pi N(j/N-s)\big)=\cos(2\pi j-2\pi Ns)=\cos(2\pi Ns).$$

The grid thus sees a constant (`gridMean_cosine`), whereas the true integral is zero (`integral_cosine`). This is aliasing. Because the top harmonic integrates to zero, $\int_0^1r_p\,dx=\int_0^1\cos^p(2\pi dx)\,dx$, and therefore

$$E(s)=\int_0^1r_p\,dx+2^{1-p}\cos(2\pi Ns)$$

is the stated formula.

In `gridEnergy_critical`, `hr` is the exact integration of the remainder and `hg` separates its grid average into the energy and the top harmonic; `linear_combination hr` then solves for the energy. For the last theorem, the cosine is $1$ at $s=0$ and $-1$ at $s=1/(2N)$, so the difference is $2\cdot2^{1-p}=4/2^p$.
